# For a spin-independent potential V, the average of Σ·i[p, V] vanishes in every eigenstate of a finite-dimensional Dirac Hamiltonian

An electron with an electric dipole moment, bound in an atom, sits in the field of the nucleus as well as in any applied field, and one asks what energy shift its dipole produces to first order. For a one-electron Dirac model with finite matrices and a spin-independent potential V, the Lean file below proves that the average of Σ·F, where Σ is the vector of spin matrices (twice the spin) and F = i[p, V] stands for the field, is zero in every energy eigenstate. The dipole couples through β Σ·F, with β the Dirac matrix of the mass term, so its first-order shift comes only from the difference (β − 1) Σ·F, a relativistic remainder.

```lean
import Mathlib

open Matrix
open scoped Kronecker

namespace SchiffDirac

noncomputable section

/-- A finite-dimensional Dirac model: Hermitian spin matrices `sigma`, momenta `p`, Dirac matrices
`rho` and `beta`, a potential `V` and a real mass `m`, with the listed commutation relations. -/
structure DiracModel (n : Type*) [Fintype n] where
  sigma : Fin 3 → Matrix n n ℂ
  p : Fin 3 → Matrix n n ℂ
  rho : Matrix n n ℂ
  beta : Matrix n n ℂ
  V : Matrix n n ℂ
  m : ℝ
  sigma_herm : ∀ i, (sigma i).IsHermitian
  p_herm : ∀ i, (p i).IsHermitian
  rho_herm : rho.IsHermitian
  beta_herm : beta.IsHermitian
  V_herm : V.IsHermitian
  sigma_p : ∀ i j, Commute (sigma i) (p j)
  sigma_rho : ∀ i, Commute (sigma i) rho
  sigma_beta : ∀ i, Commute (sigma i) beta
  sigma_V : ∀ i, Commute (sigma i) V
  p_rho : ∀ i, Commute (p i) rho
  p_beta : ∀ i, Commute (p i) beta

/-- The matrix element `⟨φ|A|ψ⟩`. -/
def matrixElement {n : Type*} [Fintype n] (φ : n → ℂ) (A : Matrix n n ℂ) (ψ : n → ℂ) : ℂ :=
  star φ ⬝ᵥ A *ᵥ ψ

namespace DiracModel

variable {n : Type*} [Fintype n] (M : DiracModel n)

/-- The operator `Σ·p`. -/
def sigmaP : Matrix n n ℂ := ∑ i, M.sigma i * M.p i

/-- The Dirac Hamiltonian `H = ρ Σ·p + m β + V`. -/
def hamiltonian : Matrix n n ℂ := M.rho * M.sigmaP + (M.m : ℂ) • M.beta + M.V

/-- The component `F_i = i [p_i, V]`. For `p = -i∇` it is the gradient `∂_i V`, which is minus the
mechanical force. -/
def force (i : Fin 3) : Matrix n n ℂ := Complex.I • (M.p i * M.V - M.V * M.p i)

/-- The operator `Σ·F`. -/
def spinForce : Matrix n n ℂ := ∑ i, M.sigma i * M.force i

/-- The Dirac Hamiltonian of the model is Hermitian. -/
theorem hamiltonian_isHermitian : M.hamiltonian.IsHermitian := by
  have hS : M.sigmaPᴴ = M.sigmaP := by
    simp only [sigmaP, conjTranspose_sum, conjTranspose_mul]
    refine Finset.sum_congr rfl fun i _ => ?_
    rw [(M.p_herm i).eq, (M.sigma_herm i).eq]
    exact (M.sigma_p i i).symm.eq
  have hr : Commute M.rho M.sigmaP :=
    Commute.sum_right _ _ _ fun i _ => (M.sigma_rho i).symm.mul_right (M.p_rho i).symm
  have hm : star (M.m : ℂ) = M.m := Complex.conj_ofReal _
  change M.hamiltonianᴴ = M.hamiltonian
  rw [hamiltonian, conjTranspose_add, conjTranspose_add, conjTranspose_mul, conjTranspose_smul,
    hS, hm, M.rho_herm.eq, M.beta_herm.eq, M.V_herm.eq, hr.eq]

/-- The operator `Σ·F` is `i` times a commutator with the Hamiltonian: `Σ·F = i [Σ·p, H]`. -/
theorem spinForce_eq_commutator :
    M.spinForce = Complex.I • (M.sigmaP * M.hamiltonian - M.hamiltonian * M.sigmaP) := by
  have hr : M.rho * M.sigmaP = M.sigmaP * M.rho :=
    (Commute.sum_right _ _ _ fun i _ =>
      (M.sigma_rho i).symm.mul_right (M.p_rho i).symm : Commute M.rho M.sigmaP).eq
  have hb : M.beta * M.sigmaP = M.sigmaP * M.beta :=
    (Commute.sum_right _ _ _ fun i _ =>
      (M.sigma_beta i).symm.mul_right (M.p_beta i).symm : Commute M.beta M.sigmaP).eq
  have h1 : M.sigmaP * (M.rho * M.sigmaP) = M.rho * M.sigmaP * M.sigmaP := by
    rw [← mul_assoc, hr]
  -- the kinetic and mass terms drop out of the commutator
  have h2 : M.sigmaP * M.hamiltonian - M.hamiltonian * M.sigmaP
      = M.sigmaP * M.V - M.V * M.sigmaP := by
    rw [hamiltonian, mul_add, mul_add, add_mul, add_mul, h1, Matrix.mul_smul,
      Matrix.smul_mul, hb]
    abel
  rw [h2]
  simp only [spinForce, force, sigmaP, Finset.sum_mul, Finset.mul_sum,
    ← Finset.sum_sub_distrib, Finset.smul_sum]
  refine Finset.sum_congr rfl fun i _ => ?_
  rw [Matrix.mul_smul, mul_sub, ← mul_assoc, ← mul_assoc, ← mul_assoc, (M.sigma_V i).eq]

/-- Between energy eigenstates, `⟨φ|Σ·F|ψ⟩ = i (E - E') ⟨φ|Σ·p|ψ⟩`, where `E` belongs to `ψ`
and `E'` to `φ`. -/
theorem spinForce_transition {φ ψ : n → ℂ} {E E' : ℝ}
    (hφ : M.hamiltonian *ᵥ φ = (E' : ℂ) • φ) (hψ : M.hamiltonian *ᵥ ψ = (E : ℂ) • ψ) :
    matrixElement φ M.spinForce ψ
      = Complex.I * ((E : ℂ) - E') * matrixElement φ M.sigmaP ψ := by
  -- the Hamiltonian acts to the left on the bra
  have hl : star φ ᵥ* M.hamiltonian = (E' : ℂ) • star φ := by
    have h := Matrix.star_mulVec M.hamiltonian φ
    have hE : star (E' : ℂ) = E' := Complex.conj_ofReal _
    rw [hφ, M.hamiltonian_isHermitian.eq] at h
    rw [← h, star_smul, hE]
  rw [spinForce_eq_commutator]
  unfold matrixElement
  rw [Matrix.smul_mulVec, Matrix.sub_mulVec, ← Matrix.mulVec_mulVec, ← Matrix.mulVec_mulVec,
    hψ, Matrix.mulVec_smul, dotProduct_smul, dotProduct_sub, dotProduct_smul,
    Matrix.dotProduct_mulVec (star φ) M.hamiltonian, hl, smul_dotProduct]
  simp only [smul_eq_mul]
  ring

/-- The average of `Σ·F` vanishes in every energy eigenstate of the one-particle model. -/
theorem schiff {ψ : n → ℂ} {E : ℝ} (hψ : M.hamiltonian *ᵥ ψ = (E : ℂ) • ψ) :
    matrixElement ψ M.spinForce ψ = 0 := by
  rw [M.spinForce_transition hψ hψ, sub_self, mul_zero, zero_mul]

/-- In every energy eigenstate, `⟨β Σ·F⟩ = ⟨(β - 1) Σ·F⟩`. -/
theorem beta_spinForce [DecidableEq n] {ψ : n → ℂ} {E : ℝ}
    (hψ : M.hamiltonian *ᵥ ψ = (E : ℂ) • ψ) :
    matrixElement ψ (M.beta * M.spinForce) ψ
      = matrixElement ψ ((M.beta - 1) * M.spinForce) ψ := by
  have h := M.schiff hψ
  unfold matrixElement at h ⊢
  rw [sub_mul, one_mul, Matrix.sub_mulVec, dotProduct_sub, h, sub_zero]

/-- The operator `(1 - β)/2`. If `β² = 1`, it projects onto the lower component, where `β = -1`. -/
def lower [DecidableEq n] : Matrix n n ℂ := (1 / 2 : ℂ) • (1 - M.beta)

/-- If `β² = 1` and `β` commutes with `V`, then in every energy eigenstate `ψ`, the matrix element
`⟨ψ|β Σ·F|ψ⟩` is minus twice the matrix element of `Σ·F` in the lower component `(1 - β)ψ/2`. -/
theorem beta_spinForce_lower [DecidableEq n] (hb : M.beta * M.beta = 1)
    (hV : Commute M.beta M.V) {ψ : n → ℂ} {E : ℝ}
    (hψ : M.hamiltonian *ᵥ ψ = (E : ℂ) • ψ) :
    matrixElement ψ (M.beta * M.spinForce) ψ
      = -2 * matrixElement (M.lower *ᵥ ψ) M.spinForce (M.lower *ᵥ ψ) := by
  have hF : Commute M.beta M.spinForce :=
    Commute.sum_right _ _ _ fun i _ => (M.sigma_beta i).symm.mul_right
      ((((M.p_beta i).symm.mul_right hV).sub_right
        (hV.mul_right (M.p_beta i).symm)).smul_right Complex.I)
  have hQF : Commute M.lower M.spinForce :=
    ((Commute.one_left M.spinForce).sub_left hF).smul_left (1 / 2 : ℂ)
  have hQ : M.lowerᴴ = M.lower := by
    have h2 : star (1 / 2 : ℂ) = 1 / 2 := by simp
    rw [lower, conjTranspose_smul, conjTranspose_sub, conjTranspose_one, M.beta_herm.eq, h2]
  -- `(1 - β)/2` is a projector
  have hQQ : M.lower * M.lower = M.lower := by
    have h : (1 - M.beta) * (1 - M.beta) = (2 : ℂ) • (1 - M.beta) := by
      rw [sub_mul, one_mul, mul_sub, mul_one, hb]
      module
    rw [lower, Matrix.smul_mul, Matrix.mul_smul, h]
    module
  have key : (-2 : ℂ) • (M.lower * (M.spinForce * M.lower)) = (M.beta - 1) * M.spinForce := by
    rw [← hQF.eq, ← mul_assoc, hQQ, lower, Matrix.smul_mul, sub_mul, sub_mul, one_mul]
    module
  rw [M.beta_spinForce hψ, ← key]
  unfold matrixElement
  rw [Matrix.star_mulVec, hQ, ← Matrix.dotProduct_mulVec, Matrix.mulVec_mulVec,
    Matrix.mulVec_mulVec, mul_assoc, Matrix.smul_mulVec, dotProduct_smul, smul_eq_mul]

end DiracModel

/-- The three Pauli matrices. -/
def pauli : Fin 3 → Matrix (Fin 2) (Fin 2) ℂ :=
  ![!![0, 1; 1, 0], !![0, -Complex.I; Complex.I, 0], !![1, 0; 0, -1]]

/-- The Pauli matrices are Hermitian. -/
theorem pauli_herm (i : Fin 3) : (pauli i).IsHermitian := by
  refine Matrix.IsHermitian.ext fun a b => ?_
  fin_cases i <;> fin_cases a <;> fin_cases b <;> simp [pauli]

variable {k : Type*}

/-- The operator `A ⊗ B ⊗ C` on spin, `ρ`-space and orbital space. -/
def tensor (A B : Matrix (Fin 2) (Fin 2) ℂ) (C : Matrix k k ℂ) :
    Matrix (Fin 2 × Fin 2 × k) (Fin 2 × Fin 2 × k) ℂ := A ⊗ₖ (B ⊗ₖ C)

/-- Product operators multiply factor by factor. -/
theorem tensor_mul [Fintype k] (A B A' B' : Matrix (Fin 2) (Fin 2) ℂ) (C C' : Matrix k k ℂ) :
    tensor A B C * tensor A' B' C' = tensor (A * A') (B * B') (C * C') := by
  simp only [tensor, Matrix.mul_kronecker_mul]

/-- A product of Hermitian factors is Hermitian. -/
theorem tensor_herm {A B : Matrix (Fin 2) (Fin 2) ℂ} {C : Matrix k k ℂ}
    (hA : A.IsHermitian) (hB : B.IsHermitian) (hC : C.IsHermitian) :
    (tensor A B C).IsHermitian := by
  change (tensor A B C)ᴴ = tensor A B C
  simp only [tensor, Matrix.conjTranspose_kronecker, hA.eq, hB.eq, hC.eq]

/-- The Dirac representation with Hermitian orbital momenta `P` and Hermitian orbital
potential `W`. -/
def diracRep [Fintype k] [DecidableEq k] (m : ℝ) (P : Fin 3 → Matrix k k ℂ) (W : Matrix k k ℂ)
    (hP : ∀ i, (P i).IsHermitian) (hW : W.IsHermitian) : DiracModel (Fin 2 × Fin 2 × k) where
  sigma i := tensor (pauli i) 1 1
  p i := tensor 1 1 (P i)
  rho := tensor 1 (pauli 0) 1
  beta := tensor 1 (pauli 2) 1
  V := tensor 1 1 W
  m := m
  sigma_herm i := tensor_herm (pauli_herm i) isHermitian_one isHermitian_one
  p_herm i := tensor_herm isHermitian_one isHermitian_one (hP i)
  rho_herm := tensor_herm isHermitian_one (pauli_herm 0) isHermitian_one
  beta_herm := tensor_herm isHermitian_one (pauli_herm 2) isHermitian_one
  V_herm := tensor_herm isHermitian_one isHermitian_one hW
  sigma_p i j := by change _ * _ = _ * _; simp only [tensor_mul, one_mul, mul_one]
  sigma_rho i := by change _ * _ = _ * _; simp only [tensor_mul, one_mul, mul_one]
  sigma_beta i := by change _ * _ = _ * _; simp only [tensor_mul, one_mul, mul_one]
  sigma_V i := by change _ * _ = _ * _; simp only [tensor_mul, one_mul, mul_one]
  p_rho i := by change _ * _ = _ * _; simp only [tensor_mul, one_mul, mul_one]
  p_beta i := by change _ * _ = _ * _; simp only [tensor_mul, one_mul, mul_one]

/-- The Dirac representation over a two-level orbital space, with all three momenta equal to the
first Pauli matrix and the potential equal to the third. -/
def twoLevel (m : ℝ) : DiracModel (Fin 2 × Fin 2 × Fin 2) :=
  diracRep m (fun _ => pauli 0) (pauli 2) (fun _ => pauli_herm 0) (pauli_herm 2)

/-- In the two-level model `β² = 1`, `β` commutes with `V`, and `Σ·F` is not zero. -/
theorem twoLevel_witness (m : ℝ) :
    (twoLevel m).beta * (twoLevel m).beta = 1 ∧ Commute (twoLevel m).beta (twoLevel m).V ∧
      (twoLevel m).spinForce ≠ 0 := by
  refine ⟨?_, ?_, fun h => ?_⟩
  · have hp : pauli 2 * pauli 2 = 1 := by
      ext a b
      fin_cases a <;> fin_cases b <;> simp [pauli, Matrix.mul_apply, Fin.sum_univ_two]
    simp only [twoLevel, diracRep, tensor_mul, hp, one_mul]
    simp [tensor]
  · change _ * _ = _ * _
    simp only [twoLevel, diracRep, tensor_mul, one_mul, mul_one]
  · -- one off-diagonal orbital entry of `Σ·F` equals `-2i`
    have h0 : pauli 0 = !![0, 1; 1, 0] := rfl
    have h1 : pauli 1 = !![0, -Complex.I; Complex.I, 0] := rfl
    have h2 : pauli 2 = !![1, 0; 0, -1] := rfl
    have h' := congrFun (congrFun h (0, 0, 0)) (0, 0, 1)
    simp only [DiracModel.spinForce, DiracModel.force, twoLevel, diracRep, Matrix.mul_smul,
      mul_sub, tensor_mul, one_mul, mul_one, Fin.sum_univ_three] at h'
    norm_num [tensor, Matrix.kroneckerMap_apply, h0, h1, h2, Matrix.mul_apply,
      Fin.sum_univ_two] at h'

end

end SchiffDirac
```

```lean
#print axioms SchiffDirac.DiracModel.beta_spinForce_lower
-- 'SchiffDirac.DiracModel.beta_spinForce_lower' depends on axioms: [propext, Classical.choice, Quot.sound]
```

## The vanishing average and its remainder

The Hamiltonian is

H = ρ Σ·p + m β + V,  with Σ·p = ∑_i Σ_i p_i.

Here p is the momentum, m the mass, and ρ and β are the Dirac matrices that act on the upper and lower components. In textbook notation α_i = ρ Σ_i. Units are ħ = c = 1.

The theorem `schiff` says that if Hψ = Eψ with E real, then

⟨ψ|Σ·F|ψ⟩ = 0.

It is the diagonal case of `spinForce_transition`, which takes two eigenstates, ψ with energy E and φ with energy E′:

⟨φ|Σ·F|ψ⟩ = i (E − E′) ⟨φ|Σ·p|ψ⟩.

The matrix elements of Σ·F therefore also vanish between different states of one degenerate level. Between levels they need not vanish.

Subtracting the zero average gives `beta_spinForce`:

⟨ψ|β Σ·F|ψ⟩ = ⟨ψ|(β − 1) Σ·F|ψ⟩.

With two further hypotheses, β² = 1 and [β, V] = 0, `beta_spinForce_lower` expresses the same quantity through the lower component χ = (1 − β)ψ/2:

⟨ψ|β Σ·F|ψ⟩ = −2 ⟨χ|Σ·F|χ⟩.

The function `matrixElement` does not normalise its vectors. For ψ ≠ 0 the physical averages follow on division by ⟨ψ|ψ⟩, so the last equation becomes ⟨β Σ·F⟩ = −2 ⟨χ|Σ·F|χ⟩/⟨ψ|ψ⟩.

## From the electron's dipole to the matrices

For an electron of charge −e in an electric field 𝓔, the dipole interaction is −d β Σ·𝓔, with d the dipole moment, counted positive along the spin. With p_i = −i∂_i one has i[p_i, V] = ∂_i V, which equals e𝓔_i when V is the electrostatic potential energy of the electron in the whole field 𝓔, nuclear and applied. The first-order shift is then −(d/e)⟨β Σ·F⟩, where in a degenerate level the average is taken in states that diagonalise β Σ·F within the level. Without the β it would be zero; with it, the shift comes from (β − 1) Σ·F. The Lean name `force` needs care: F = +∇V is minus the mechanical force dp/dt.

Schiff's name usually goes with a statement about a whole neutral system of nonrelativistic point particles with electrostatic interactions, whose dipoles give no energy shift linear in an external electric field. The theorem `schiff` is a one-particle identity of the kind that underlies that screening. The interaction of several electrons is not modelled, and the nucleus enters only through the potential V.

A `DiracModel n` bundles the matrices `sigma`, `p`, `rho`, `beta` and `V`, the real mass `m`, and the relations they obey. The index type `n` labels a finite basis of the full space of spin, Dirac components and orbital motion. All the matrices are Hermitian. The fields `sigma_p`, `sigma_rho` and `sigma_beta` say that spin is independent of orbital motion and of the upper and lower components; `p_rho` and `p_beta` say that the momentum acts alike on both components. The field `sigma_V` says that the potential does not act on the spin. A magnetic coupling ρ Σ·A, with A a vector potential, generally violates this.

The structure does not require the Pauli algebra of the Σ_i, mutually commuting p_i, or the Dirac relations ρ² = 1 and ρβ = −βρ. The ordinary relations are thus included as a special case. The extra hypotheses on the lower component also have a plain meaning: β² = 1 allows β only the eigenvalues +1 and −1, which label the upper and lower components, and [β, V] = 0 says that V does not mix them, as holds for an electrostatic potential.

The step from these matrices to a real one-electron atom is the passage to unbounded operators on an infinite-dimensional space, where the commutators and the action of H to the left require conditions on the wave functions. The distinction matters in finite-basis calculations too: for truncated matrices F is the commutator of the matrices of p and V, which in general differs from the matrix of ∇V. The exact zero belongs to the former, provided that the truncated matrices still satisfy the relations of `DiracModel`; these can fail if the upper and lower components are given different orbital bases.

## Σ·F as a commutator with the Hamiltonian

Write S = Σ·p. Since Σ_i and p_i are Hermitian and commute, S is Hermitian. Since ρ commutes with both, it commutes with S, and

(ρS)† = Sρ = ρS.

The mass term and V are Hermitian by assumption, so H is Hermitian. This is `hamiltonian_isHermitian`; its local facts `hS` and `hr` are the two observations about S.

Next, S commutes with ρS and with β, so the kinetic and mass terms drop out of the commutator:

[S, H] = [S, V].

Because Σ_i commutes with V,

i[S, V] = i ∑_i (Σ_i p_i V − V Σ_i p_i) = ∑_i Σ_i i(p_i V − V p_i) = Σ·F.

Hence Σ·F = i[S, H], which is `spinForce_eq_commutator`. In the Lean proof `h2` is the reduction to [S, V], where `abel` cancels the free terms. The sums are then compared term by term with `Finset.sum_congr`, and `sigma_V` moves the spin matrix past the potential.

Now let Hψ = Eψ and Hφ = E′φ. Hermiticity gives ⟨φ|H = E′⟨φ|, and so

⟨φ|Σ·F|ψ⟩ = i(⟨φ|SH|ψ⟩ − ⟨φ|HS|ψ⟩) = i(E − E′)⟨φ|S|ψ⟩.

The action on the bra is the fact `hl` in `spinForce_transition`; the rewriting steps apply H to the right in one term and to the left in the other, and `ring` collects the factors. Setting φ = ψ and E′ = E gives `schiff`. Expanding (β − 1)Σ·F and using this zero gives `beta_spinForce`.

## What remains sits in the lower component

Let Q = (1 − β)/2, called `lower` in Lean, and let G = Σ·F. From β² = 1,

Q² = (1 − 2β + β²)/4 = (1 − β)/2 = Q,

and Q is Hermitian because β is. As β commutes with Σ_i, p_i and V, it commutes with G, and so does Q. Therefore

(β − 1)G = −2QG = −2Q²G = −2QGQ.

Taking the average in ψ and letting one Q act on each side turns this into −2⟨χ|G|χ⟩ with χ = Qψ. The facts `hQF`, `hQ` and `hQQ` supply commutation, Hermiticity and the projector property; `key` is the operator identity, with `module` handling the numerical factors.

For a weakly bound electron in a positive-energy state, the lower component is smaller than the upper one by roughly v/c, so this form shows the relativistic character of the remainder. That estimate is ordinary physics and plays no part in the proof.

## A concrete model with nonzero Σ·F

The definition `diracRep` builds the Dirac representation on spin ⊗ ρ-space ⊗ orbital space from any Hermitian orbital matrices P_i and W. Lean numbers the Pauli matrices from 0, so `pauli 0` is σ_x and `pauli 2` is σ_z; these act on the second factor as ρ and β. The lemmas `tensor_mul` and `tensor_herm` reduce the required relations to the separate factors.

In `twoLevel`, every P_i is σ_x and W is σ_z. This is an algebraic test case, not a model of an electron moving in space. Then

i[σ_x, σ_z] = 2σ_y,

so each F_i acts as 2σ_y on the orbital factor. The theorem `twoLevel_witness` confirms β² = 1 and [β, V] = 0, and finds an entry −2i in Σ·F. In this model the operator itself is nonzero, although its average vanishes in every energy eigenstate. The example makes no statement about whether ⟨β Σ·F⟩ is nonzero.
